# Squared-error bounds for density fitting in a second metric

## Overlap fits judged by Coulomb error

In density fitting, an orbital product $f=\phi_\mu\phi_\nu$ is replaced by a combination of auxiliary functions. The error that matters for the electron repulsion is usually measured by the Coulomb form $V(f,g)=\iint f(\mathbf r)\,g(\mathbf r')/|\mathbf r-\mathbf r'|$, but the coefficients may be determined with the overlap form $S(f,g)=\int fg$, whose integrals are more local. How much Coulomb accuracy can this lose?

Let $E$ be the finite-dimensional real span of the orbital products and auxiliary functions, and $U\subseteq E$ the auxiliary space. Suppose that, for all $x\in E$,

$$m\,S(x,x)\le V(x,x)\le M\,S(x,x),\qquad m>0.$$

The constants bound $V(x,x)$, which in atomic units is twice the classical Coulomb self-repulsion energy of the density $x$, relative to its squared overlap norm. The best ones are the extreme eigenvalues of $Vc=\lambda Sc$ in a basis of $E$, so they depend on the basis set and, for atom-centred functions, also on the molecule and its geometry.

## The two bounds and what they assume

Let $q$ be the $S$-orthogonal fit of $f$ in $U$, $p$ the $V$-orthogonal fit, and $e_B(g)=B(f-g,f-g)$ the squared error in a form $B$. Then $e_V(q)\le (M/m)\,e_V(p)$, and the factor can be lowered to $(M+m)^2/(4mM)$, which is attained for every $0<m\le M$ by a pair of abstract forms on $\mathbb R^2$. That example shows that the hypotheses alone allow no smaller factor; it is not built from actual Coulomb integrals.

In Lean, `IsMetric` means a symmetric, positive definite bilinear form, not a distance function. `IsFit B U f p` says that $p\in U$ and that $f-p$ is $B$-orthogonal to $U$: the normal equations. `sqErr B f p` is $e_B(p)$, without a square root. The hypotheses `hlo` and `hhi` are the two inequalities above. `E` may have any dimension; a finite-dimensional `U` guarantees that the fits exist.

The step left to the application is to identify $S$ and $V$ with actual Gaussian integrals and to find $m$ and $M$ for them. The bounds concern the Coulomb norm of one real density's residual, not the error of a total energy.

## Derivation

**Pythagoras.** Let $p$ be the $B$-fit and $g\in U$. Since $f-g=(f-p)+(p-g)$ and the cross term vanishes, $e_B(g)=e_B(p)+B(p-g,p-g)$.

**Existence and uniqueness.** If $u\in U$ and $B(u,\cdot)$ vanishes on $U$, then $B(u,u)=0$ and $u=0$. The map $u\mapsto B(u,\cdot)$ from $U$ to its dual is therefore injective and, the dimensions being equal and finite, onto. Some $p\in U$ thus satisfies $B(p,u)=B(f,u)$ for all $u\in U$. For two fits, Pythagoras in both directions makes their squared distance zero.

**First bound.** If $E=0$, both errors vanish, and this and the following inequalities are trivial. Otherwise $M>0$, which is used from here on, and because $q$ minimises the $S$-error,

$$e_V(q)\le M e_S(q)\le M e_S(p)\le \frac Mm\,e_V(p).$$

**Wielandt inequality, for real forms.** Let $S(x,y)=0$. For real $t$, the vectors $x\pm ty$ have the same squared $S$-norm $s$. Hence

$$m\,V(x-ty,x-ty)\le mMs\le M\,V(x+ty,x+ty),$$

which expands to

$$0\le (M-m)V(y,y)t^2+2(M+m)V(x,y)t+(M-m)V(x,x).$$

This holds for all $t$, so the discriminant is not positive:

$$(M+m)^2V(x,y)^2\le (M-m)^2V(x,x)V(y,y).$$

**Improved bound.** Put $d=p-q\in U$ and $D=V(d,d)$. Then $S(f-q,d)=0$ and $V(f-q,d)=V(f-p,d)+D=D$. The Wielandt inequality gives $(M+m)^2D^2\le(M-m)^2e_V(q)D$, so $(M+m)^2D\le(M-m)^2e_V(q)$, trivially if $D=0$. By Pythagoras,

$$e_V(p)=e_V(q)-D\ge\frac{4mM}{(M+m)^2}\,e_V(q).$$

**Attainment.** Take $S=\mathrm{diag}(1,1)$, $V=\mathrm{diag}(m,M)$, $f=(1,1)$ and $U$ spanned by $(1,-1)$. The $S$-fit is $0$, with $V$-error $m+M$. The $V$-fit is $k(1,-1)$ with $k=(m-M)/(m+M)$; its residual $\frac{2}{m+M}(M,m)$ has $V$-error $4mM/(m+M)$. The ratio is $(M+m)^2/(4mM)$.

## The Lean file

```lean
import Mathlib

open Module

namespace DensityFittingMetric

noncomputable section

variable {E : Type*} [AddCommGroup E] [Module ℝ E]

/-- A fitting metric: a symmetric, positive definite bilinear form on densities. -/
structure IsMetric (B : E →ₗ[ℝ] E →ₗ[ℝ] ℝ) : Prop where
  symm : ∀ x y, B x y = B y x
  pos : ∀ x, x ≠ 0 → 0 < B x x

/-- `p` is the `B`-orthogonal fit of `f` in the auxiliary space `U`: it lies in `U`, and the
residual `f - p` is `B`-orthogonal to `U`. -/
structure IsFit (B : E →ₗ[ℝ] E →ₗ[ℝ] ℝ) (U : Submodule ℝ E) (f p : E) : Prop where
  mem : p ∈ U
  orth : ∀ u ∈ U, B (f - p) u = 0

/-- The squared error of the approximation `p` to `f`, measured in the metric `B`. -/
def sqErr (B : E →ₗ[ℝ] E →ₗ[ℝ] ℝ) (f p : E) : ℝ := B (f - p) (f - p)

variable {S V B : E →ₗ[ℝ] E →ₗ[ℝ] ℝ} {U : Submodule ℝ E} {f p q : E} {m M : ℝ}

/-- In a metric, every density has a nonnegative squared norm. -/
theorem IsMetric.nonneg (hB : IsMetric B) (x : E) : 0 ≤ B x x := by
  by_cases h : x = 0
  · simp [h]
  · exact (hB.pos x h).le

/-- Replacing the orthogonal fit `p` by another element `q` of the auxiliary space raises the
squared error by exactly the squared distance between `p` and `q`. -/
theorem sqErr_pythagoras (hB : IsMetric B) (hp : IsFit B U f p) (hq : q ∈ U) :
    sqErr B f q = sqErr B f p + B (p - q) (p - q) := by
  have h := hp.orth (p - q) (U.sub_mem hp.mem hq)
  have h' := hB.symm (p - q) (f - p)
  have e : f - q = (f - p) + (p - q) := by abel
  unfold sqErr
  rw [e]
  simp only [map_add, LinearMap.add_apply]
  linarith

/-- In a finite-dimensional auxiliary space every density has exactly one orthogonal fit. -/
theorem existsUnique_fit (hB : IsMetric B) (U : Submodule ℝ E) [FiniteDimensional ℝ U]
    (f : E) : ∃! p, IsFit B U f p := by
  -- the Gram map of the auxiliary space is injective, hence onto the dual space
  let T : U →ₗ[ℝ] Dual ℝ U := B.compl₁₂ U.subtype U.subtype
  have inj : Function.Injective T := by
    rw [injective_iff_map_eq_zero]
    intro u hu
    by_contra hne
    have h1 : B (u : E) (u : E) = 0 := LinearMap.congr_fun hu u
    have h2 := hB.pos (u : E) (fun h => hne (Subtype.ext h))
    linarith
  have surj : Function.Surjective T :=
    (LinearMap.injective_iff_surjective_of_finrank_eq_finrank
      (Subspace.dual_finrank_eq).symm).1 inj
  obtain ⟨p, hp⟩ := surj ((B f).comp U.subtype)
  have fit : IsFit B U f (p : E) := by
    refine ⟨p.2, fun u hu => ?_⟩
    have h : B (p : E) u = B f u := LinearMap.congr_fun hp ⟨u, hu⟩
    rw [map_sub, LinearMap.sub_apply, h, sub_self]
  refine ⟨p, fit, fun q hq => ?_⟩
  by_contra hne
  have h1 := sqErr_pythagoras hB fit hq.mem
  have h2 := sqErr_pythagoras hB hq fit.mem
  have h3 := hB.pos (q - p) (sub_ne_zero.2 hne)
  have h4 := hB.nonneg ((p : E) - q)
  linarith

/-- If some nonzero density exists, the upper constant in `V ≤ M S` is positive for metrics `S` and
`V`. -/
theorem upper_pos [Nontrivial E] (hS : IsMetric S) (hV : IsMetric V)
    (hhi : ∀ x, V x x ≤ M * S x x) : 0 < M := by
  obtain ⟨x, hx⟩ := exists_ne (0 : E)
  have hs := hS.pos x hx
  have hv := hV.pos x hx
  have h := hhi x
  by_contra hM
  nlinarith [mul_nonneg (neg_nonneg.2 (not_lt.1 hM)) hs.le]

/-- Metric quasi-optimality: if metrics `S` and `V` satisfy `m S ≤ V ≤ M S` with `m > 0`, the
squared `V`-error of the `S`-orthogonal fit `q` is at most `M / m` times that of the `V`-orthogonal
fit `p`. -/
theorem quasi_optimality (hS : IsMetric S) (hV : IsMetric V) (hm : 0 < m)
    (hlo : ∀ x, m * S x x ≤ V x x) (hhi : ∀ x, V x x ≤ M * S x x)
    (hq : IsFit S U f q) (hp : IsFit V U f p) :
    sqErr V f q ≤ M / m * sqErr V f p := by
  rcases subsingleton_or_nontrivial E with hE | hE
  · unfold sqErr
    rw [Subsingleton.elim (f - q) 0, Subsingleton.elim (f - p) 0]
    simp
  have hM := upper_pos hS hV hhi
  -- the `S`-fit is the best one in the metric `S`
  have hmin : sqErr S f q ≤ sqErr S f p := by
    have h1 := sqErr_pythagoras hS hq hp.mem
    have h2 := hS.nonneg (q - p)
    linarith
  have hback : m * sqErr S f p ≤ sqErr V f p := hlo (f - p)
  calc sqErr V f q ≤ M * sqErr S f q := hhi (f - q)
    _ ≤ M * sqErr S f p := mul_le_mul_of_nonneg_left hmin hM.le
    _ ≤ M / m * sqErr V f p := by
      rw [div_mul_eq_mul_div, le_div_iff₀ hm]
      nlinarith [mul_le_mul_of_nonneg_left hback hM.le]

/-- Wielandt inequality: if metrics `S` and `V` satisfy `m S ≤ V ≤ M S` with `m > 0`, then for
`S`-orthogonal `x` and `y` the square of `V x y` obeys the Cauchy-Schwarz bound tightened by
`(M - m)² / (M + m)²`, here multiplied out. -/
theorem wielandt (hS : IsMetric S) (hV : IsMetric V) (hm : 0 < m)
    (hlo : ∀ x, m * S x x ≤ V x x) (hhi : ∀ x, V x x ≤ M * S x x)
    (x y : E) (hxy : S x y = 0) :
    (M + m) ^ 2 * (V x y) ^ 2 ≤ (M - m) ^ 2 * (V x x * V y y) := by
  rcases subsingleton_or_nontrivial E with hE | hE
  · rw [Subsingleton.elim x 0]
    simp
  have hM := upper_pos hS hV hhi
  -- `x + t y` and `x - t y` have the same `S`-norm, so their `V`-norms are comparable
  have key : ∀ t : ℝ, 0 ≤ (M - m) * V y y * (t * t) + 2 * (M + m) * V x y * t
      + (M - m) * V x x := by
    intro t
    have h1 := hlo (x + t • y)
    have h2 := hhi (x - t • y)
    simp only [map_add, map_sub, map_smul, LinearMap.add_apply, LinearMap.sub_apply,
      LinearMap.smul_apply, smul_eq_mul, hS.symm y x, hV.symm y x, hxy] at h1 h2
    nlinarith [mul_le_mul_of_nonneg_left h1 hM.le, mul_le_mul_of_nonneg_left h2 hm.le]
  have h := discrim_le_zero key
  unfold discrim at h
  nlinarith

/-- Improved quasi-optimality: if metrics `S` and `V` satisfy `m S ≤ V ≤ M S` with `m > 0`, the
squared `V`-error of the `S`-orthogonal fit is at most `(M + m)² / (4 m M)` times that of the
`V`-orthogonal fit. -/
theorem quasi_optimality_improved (hS : IsMetric S) (hV : IsMetric V) (hm : 0 < m)
    (hlo : ∀ x, m * S x x ≤ V x x) (hhi : ∀ x, V x x ≤ M * S x x)
    (hq : IsFit S U f q) (hp : IsFit V U f p) :
    sqErr V f q ≤ (M + m) ^ 2 / (4 * m * M) * sqErr V f p := by
  rcases subsingleton_or_nontrivial E with hE | hE
  · unfold sqErr
    rw [Subsingleton.elim (f - q) 0, Subsingleton.elim (f - p) 0]
    simp
  have hM := upper_pos hS hV hhi
  have hu : p - q ∈ U := U.sub_mem hp.mem hq.mem
  have hpyth := sqErr_pythagoras hV hp hq.mem
  have hvu : V (f - q) (p - q) = V (p - q) (p - q) := by
    have h0 := hp.orth (p - q) hu
    have h1 : V (f - q) (p - q) = V (f - p) (p - q) + V (p - q) (p - q) := by
      simp only [map_sub, LinearMap.sub_apply]
      ring
    linarith
  -- the `S`-residual is `S`-orthogonal to the difference of the two fits
  have w : (M + m) ^ 2 * (V (f - q) (p - q)) ^ 2
      ≤ (M - m) ^ 2 * (sqErr V f q * V (p - q) (p - q)) :=
    wielandt hS hV hm hlo hhi (f - q) (p - q) (hq.orth _ hu)
  rw [hvu] at w
  have ha : 0 ≤ sqErr V f q := hV.nonneg (f - q)
  have hb : (M + m) ^ 2 * V (p - q) (p - q) ≤ (M - m) ^ 2 * sqErr V f q := by
    rcases eq_or_lt_of_le (hV.nonneg (p - q)) with h | h
    · rw [← h, mul_zero]
      exact mul_nonneg (sq_nonneg _) ha
    · exact le_of_mul_le_mul_right (by nlinarith) h
  have hp' : sqErr V f p = sqErr V f q - V (p - q) (p - q) := by linarith
  rw [div_mul_eq_mul_div, le_div_iff₀ (by positivity), hp']
  nlinarith

/-- The diagonal bilinear form on the plane with weights `a` and `b`. -/
def diagForm (a b : ℝ) : (ℝ × ℝ) →ₗ[ℝ] (ℝ × ℝ) →ₗ[ℝ] ℝ :=
  LinearMap.mk₂ ℝ (fun x y => a * x.1 * y.1 + b * x.2 * y.2)
    (fun x x' y => by simp only [Prod.fst_add, Prod.snd_add]; ring)
    (fun c x y => by simp only [Prod.smul_fst, Prod.smul_snd, smul_eq_mul]; ring)
    (fun x y y' => by simp only [Prod.fst_add, Prod.snd_add]; ring)
    (fun c x y => by simp only [Prod.smul_fst, Prod.smul_snd, smul_eq_mul]; ring)

/-- A diagonal form with positive weights is a metric. -/
theorem diagForm_isMetric {a b : ℝ} (ha : 0 < a) (hb : 0 < b) : IsMetric (diagForm a b) := by
  refine ⟨fun x y => ?_, fun x hx => ?_⟩
  · change a * x.1 * y.1 + b * x.2 * y.2 = a * y.1 * x.1 + b * y.2 * x.2
    ring
  · change 0 < a * x.1 * x.1 + b * x.2 * x.2
    by_cases h1 : x.1 = 0
    · have h2 : x.2 ≠ 0 := fun h => hx (Prod.ext h1 h)
      nlinarith [mul_pos hb (mul_self_pos.2 h2), mul_nonneg ha.le (mul_self_nonneg x.1)]
    · nlinarith [mul_pos ha (mul_self_pos.2 h1), mul_nonneg hb.le (mul_self_nonneg x.2)]

/-- For all `0 < m ≤ M` the improved constant is attained in the plane, with `S = diag(1, 1)`,
`V = diag(m, M)`, the density `(1, 1)` and the auxiliary space spanned by `(1, -1)`. -/
theorem improved_constant_sharp_witness (hm : 0 < m) (hmM : m ≤ M) :
    (∀ x, m * diagForm 1 1 x x ≤ diagForm m M x x) ∧
    (∀ x, diagForm m M x x ≤ M * diagForm 1 1 x x) ∧
    IsFit (diagForm 1 1) (Submodule.span ℝ {((1 : ℝ), (-1 : ℝ))}) (1, 1) 0 ∧
    IsFit (diagForm m M) (Submodule.span ℝ {((1 : ℝ), (-1 : ℝ))}) (1, 1)
      (((m - M) / (m + M)) • ((1 : ℝ), (-1 : ℝ))) ∧
    sqErr (diagForm m M) (1, 1) 0 = (M + m) ^ 2 / (4 * m * M) *
      sqErr (diagForm m M) (1, 1) (((m - M) / (m + M)) • ((1 : ℝ), (-1 : ℝ))) := by
  have hM : 0 < M := lt_of_lt_of_le hm hmM
  have hne : m + M ≠ 0 := by positivity
  have hk : (m - M) / (m + M) * (m + M) = m - M := div_mul_cancel₀ _ hne
  refine ⟨fun x => ?_, fun x => ?_, ⟨Submodule.zero_mem _, fun u hu => ?_⟩,
    ⟨Submodule.mem_span_singleton.2 ⟨_, rfl⟩, fun u hu => ?_⟩, ?_⟩
  · change m * (1 * x.1 * x.1 + 1 * x.2 * x.2) ≤ m * x.1 * x.1 + M * x.2 * x.2
    nlinarith [mul_nonneg (sub_nonneg.2 hmM) (mul_self_nonneg x.2)]
  · change m * x.1 * x.1 + M * x.2 * x.2 ≤ M * (1 * x.1 * x.1 + 1 * x.2 * x.2)
    nlinarith [mul_nonneg (sub_nonneg.2 hmM) (mul_self_nonneg x.1)]
  · obtain ⟨c, rfl⟩ := Submodule.mem_span_singleton.1 hu
    change 1 * ((1 : ℝ) - 0) * (c * 1) + 1 * ((1 : ℝ) - 0) * (c * (-1)) = 0
    ring
  · obtain ⟨c, rfl⟩ := Submodule.mem_span_singleton.1 hu
    change m * (1 - (m - M) / (m + M) * 1) * (c * 1)
      + M * (1 - (m - M) / (m + M) * (-1)) * (c * (-1)) = 0
    linear_combination (-c) * hk
  · change m * ((1 : ℝ) - 0) * (1 - 0) + M * ((1 : ℝ) - 0) * (1 - 0)
      = (M + m) ^ 2 / (4 * m * M) *
        (m * (1 - (m - M) / (m + M) * 1) * (1 - (m - M) / (m + M) * 1)
        + M * (1 - (m - M) / (m + M) * (-1)) * (1 - (m - M) / (m + M) * (-1)))
    field_simp
    ring

end

end DensityFittingMetric
```

```lean
#print axioms DensityFittingMetric.existsUnique_fit
#print axioms DensityFittingMetric.quasi_optimality
#print axioms DensityFittingMetric.quasi_optimality_improved
#print axioms DensityFittingMetric.diagForm_isMetric
```

```
'DensityFittingMetric.existsUnique_fit' depends on axioms: [propext, Classical.choice, Quot.sound]
'DensityFittingMetric.quasi_optimality' depends on axioms: [propext, Classical.choice, Quot.sound]
'DensityFittingMetric.quasi_optimality_improved' depends on axioms: [propext, Classical.choice, Quot.sound]
'DensityFittingMetric.diagForm_isMetric' depends on axioms: [propext, Classical.choice, Quot.sound]
```

## From the derivation to the tactics

`sqErr_pythagoras` expands the split residual and lets `linarith` remove the cross term. In `existsUnique_fit`, `T` is the Gram map; `inj` and `surj` are the two halves of the existence argument. `upper_pos` supplies $M>0$, and the `calc` block of `quasi_optimality` is the three-step chain, with `hmin` as minimality in $S$.

In `wielandt`, `key` is the quadratic inequality, obtained by adding multiples of `h1` and `h2`. `discrim_le_zero` also handles a vanishing leading coefficient, as when $m=M$. In `quasi_optimality_improved`, `hvu` is $V(f-q,d)=D$, `w` applies Wielandt, and `hb` divides by $D$ after separating the case $D=0$.

`diagForm_isMetric` shows that the forms of the example are metrics. In `improved_constant_sharp_witness`, `change` writes the inequalities, the orthogonality conditions and the error identity in coordinates, `hk` is the rearranged normal equation $k(m+M)=m-M$, and `field_simp` with `ring` checks the ratio.
